# The Net Darwin Force on Two Separated Charges Is Minus the Rate of Change of Their Interaction Momentum

To check a computed trajectory of two isolated charges with Darwin forces, one can monitor the total momentum for drift. The sum of the kinetic momenta is generally not constant, so an interaction term has to be added to it; the sum of the canonical momenta already contains that term. The problems below treat that term for a classical pair at order $v^2/c^2$; the Breit term of relativistic electronic structure is the quantum counterpart of the velocity-dependent part of the Darwin interaction between the charges.

## Fields, forces and momentum

Units are Gaussian with $c=1$. Charge $q_i$ has position $x_i$, velocity $v_i$ and acceleration $a_i$. Vectors are real triples, `⬝ᵥ` is the dot product and `⨯₃` the cross product.

```lean
import Mathlib

open Matrix

namespace DarwinInteraction

noncomputable section

/-- Vectors of three-dimensional space. -/
abbrev Vec3 := Fin 3 → ℝ
```

Let $R=x_1-x_2\ne0$, $r=\sqrt{R\cdot R}$ and $n=R/r$. Writing `‖R‖` for $r$ would be a mistake: on `Fin 3 → ℝ` it means the largest absolute component.

```lean
/-- The Euclidean length `r` of the separation vector `R`. -/
def separation (R : Vec3) : ℝ := √(R ⬝ᵥ R)

/-- The unit vector `n = R / r`, for `R ≠ 0`. -/
def direction (R : Vec3) : Vec3 := (separation R)⁻¹ • R
```

The fields of a charge $q$ with velocity $v$ and acceleration $a$ are postulated, not derived from Maxwell's equations. They stand for the retarded fields expanded at low speed, without radiation reaction:

$$E=\frac{q}{r^2}\Bigl(1+\frac{v^2}{2}-\frac{3(n\cdot v)^2}{2}\Bigr)n-\frac{q}{2r}[a+n(n\cdot a)],\qquad B=\frac{q}{r^2}\,v\times n.$$

```lean
/-- Electric field, to second order in the velocity, at displacement `R ≠ 0` from a charge `q`
with velocity `v` and acceleration `a` (Gaussian units, `c = 1`). -/
def electricField (q : ℝ) (R v a : Vec3) : Vec3 :=
  (q / separation R ^ 2) •
      ((1 + (v ⬝ᵥ v) / 2 - 3 * (direction R ⬝ᵥ v) ^ 2 / 2) • direction R)
    - (q / (2 * separation R)) • (a + (direction R ⬝ᵥ a) • direction R)

/-- Magnetic field, to first order in the velocity, at displacement `R ≠ 0` from a charge `q`
with velocity `v`. -/
def magneticField (q : ℝ) (R v : Vec3) : Vec3 :=
  (q / separation R ^ 2) • (v ⨯₃ direction R)
```

The force on charge 1 is $F_1=q_1(E_2+v_1\times B_2)$. For $F_2$, swap the labels and reverse $R$.

```lean
/-- Lorentz force on charge `q1` with velocity `v1`, at displacement `R ≠ 0` from charge `q2`
with velocity `v2` and acceleration `a2`. -/
def darwinForce (q1 q2 : ℝ) (R v1 v2 a2 : Vec3) : Vec3 :=
  q1 • (electricField q2 R v2 a2 + v1 ⨯₃ magneticField q2 R v2)

/-- Sum of the two mutual forces of a pair of charges with `R = x1 - x2 ≠ 0`. -/
def netForce (q1 q2 : ℝ) (R v1 v2 a1 a2 : Vec3) : Vec3 :=
  darwinForce q1 q2 R v1 v2 a2 + darwinForce q2 q1 (-R) v2 v1 a1
```

With $w=v_1+v_2$, the interaction momentum is $P=q_1q_2[w+n(n\cdot w)]/(2r)$.

```lean
/-- Interaction momentum `q1 q2 [w + n (n·w)] / (2r)` with `w = v1 + v2`, for `R ≠ 0`. -/
def fieldMomentum (q1 q2 : ℝ) (R v1 v2 : Vec3) : Vec3 :=
  (q1 * q2 / (2 * separation R)) •
    ((v1 + v2) + (direction R ⬝ᵥ (v1 + v2)) • direction R)
```

## (a) Double cross product

Show that $v\times(w\times n)=(n\cdot v)w-(v\cdot w)n$.

**Solution.** The $x$ component is
$$v_y(w_xn_y-w_yn_x)-v_z(w_zn_x-w_xn_z)=w_x(v_yn_y+v_zn_z)-n_x(v_yw_y+v_zw_z).$$
Adding and subtracting $v_xw_xn_x$ completes both dot products. The other components follow cyclically; Lean checks all three with `ring`.

```lean
/-- The double cross product expanded in dot products. -/
theorem cross_cross_expand (v w n : Vec3) :
    v ⨯₃ (w ⨯₃ n) = (n ⬝ᵥ v) • w - (v ⬝ᵥ w) • n := by
  ext i
  fin_cases i <;> simp [cross_apply, dotProduct, Fin.sum_univ_three] <;> ring
```

## (b) Net force in closed form

With $\alpha=n\cdot v_1$, $\beta=n\cdot v_2$ and $a=a_1+a_2$, show that
$$F_1+F_2=\frac{q_1q_2}{r^2}\Bigl\{\alpha v_2-\beta v_1+\Bigl[\frac{v_2^2-v_1^2}{2}-\frac{3(\beta^2-\alpha^2)}{2}\Bigr]n\Bigr\}-\frac{q_1q_2}{2r}[a+n(n\cdot a)].$$

**Solution.** By (a), the magnetic terms are $\alpha v_2-(v_1\cdot v_2)n$ and $-\beta v_1+(v_1\cdot v_2)n$, each times $q_1q_2/r^2$. The electric terms along $n$ subtract, which removes the Coulomb parts. The acceleration terms are even in $n$ and add. In Lean, `hs` and `hn` record that $r$ is even and $n$ odd in $R$, and `module` collects the vectors.

```lean
/-- The net force in closed form: the Coulomb forces cancel, while terms quadratic in the
velocities and terms linear in the accelerations remain. -/
theorem netForce_eq (q1 q2 : ℝ) (R v1 v2 a1 a2 : Vec3) :
    netForce q1 q2 R v1 v2 a1 a2 =
      (q1 * q2 / separation R ^ 2) •
        ((direction R ⬝ᵥ v1) • v2 - (direction R ⬝ᵥ v2) • v1
          + ((v2 ⬝ᵥ v2 - v1 ⬝ᵥ v1) / 2
            - 3 * ((direction R ⬝ᵥ v2) ^ 2 - (direction R ⬝ᵥ v1) ^ 2) / 2) • direction R)
      - (q1 * q2 / (2 * separation R)) •
        ((a1 + a2) + (direction R ⬝ᵥ (a1 + a2)) • direction R) := by
  have hs : separation (-R) = separation R := by simp [separation]
  have hn : direction (-R) = -direction R := by simp [direction, hs]
  simp only [netForce, darwinForce, electricField, magneticField, hs, hn, map_smul,
    cross_cross_expand, neg_dotProduct, dotProduct_add]
  rw [dotProduct_comm v2 v1]
  module
```

## (c) Derivative of a dot product

Show that $(f\cdot g)'=f'\cdot g+f\cdot g'$.

**Solution.** Apply the product rule to each $f_ig_i$ and sum. `HasDerivAt f f' t` says that $f$ has derivative $f'$ at $t$.

```lean
/-- Product rule for the dot product of two moving vectors. -/
theorem hasDerivAt_dot {f g : ℝ → Vec3} {f' g' : Vec3} {t : ℝ}
    (hf : HasDerivAt f f' t) (hg : HasDerivAt g g' t) :
    HasDerivAt (fun s => f s ⬝ᵥ g s) (f' ⬝ᵥ g t + f t ⬝ᵥ g') t := by
  simp only [dotProduct]
  rw [← Finset.sum_add_distrib]
  exact HasDerivAt.fun_sum fun i _ =>
    (hasDerivAt_pi.1 hf i).fun_mul (hasDerivAt_pi.1 hg i)
```

## (d) Derivative of the inverse distance

With $u=\dot R$ and $R\ne0$, show that $(1/r)'=-(n\cdot u)/r^2$.

**Solution.** Differentiating $r^2=R\cdot R$ gives $2r\dot r=2R\cdot u$, so $\dot r=n\cdot u$ (`hr`). The chain rule does the rest.

```lean
/-- While the charges are apart, `1/r` changes at the rate `-(n·u)/r²`, where `u` is the
relative velocity. -/
theorem hasDerivAt_inv_separation {R : ℝ → Vec3} {u : Vec3} {t : ℝ}
    (hR : HasDerivAt R u t) (h0 : R t ≠ 0) :
    HasDerivAt (fun s => (separation (R s))⁻¹)
      (-(separation (R t) ^ 2)⁻¹ * (direction (R t) ⬝ᵥ u)) t := by
  have hd : R t ⬝ᵥ R t ≠ 0 := fun h => h0 (dotProduct_self_eq_zero.1 h)
  have hpos : 0 < R t ⬝ᵥ R t :=
    lt_of_le_of_ne (Finset.sum_nonneg fun i _ => mul_self_nonneg (R t i)) hd.symm
  have hne : separation (R t) ≠ 0 := (Real.sqrt_pos.2 hpos).ne'
  -- the distance itself changes at the rate n·u
  have hr : HasDerivAt (fun s => separation (R s)) (direction (R t) ⬝ᵥ u) t := by
    have h := (hasDerivAt_dot hR hR).sqrt hd
    refine h.congr_deriv ?_
    rw [dotProduct_comm u (R t)]
    simp only [direction, separation, smul_dotProduct, smul_eq_mul]
    ring
  exact (hasDerivAt_inv hne).comp t hr
```

## (e) Derivative of the direction

Show that $\dot n=[u-n(n\cdot u)]/r$.

**Solution.** From $n=R/r$ and (d), $\dot n=u/r-R(n\cdot u)/r^2$, and $R=rn$.

```lean
/-- While the charges are apart, the unit vector `n` changes at the rate `[u - n (n·u)]/r`,
where `u` is the relative velocity. -/
theorem hasDerivAt_direction {R : ℝ → Vec3} {u : Vec3} {t : ℝ}
    (hR : HasDerivAt R u t) (h0 : R t ≠ 0) :
    HasDerivAt (fun s => direction (R s))
      ((separation (R t))⁻¹ • (u - (direction (R t) ⬝ᵥ u) • direction (R t))) t := by
  have h := (hasDerivAt_inv_separation hR h0).smul hR
  refine h.congr_deriv ?_
  simp only [direction]
  module
```

## (f) Momentum balance for accelerated charges

Show that $\dot P=-(F_1+F_2)$ whenever $x_1\ne x_2$.

**Solution.** Here $u=v_1-v_2$ and $\dot w=a$. The product rule gives
$$\dot P=\frac{q_1q_2}{2r}[a+n(n\cdot a)]+\frac{q_1q_2}{2r^2}\bigl\{(n\cdot w)u-(n\cdot u)w+[u\cdot w-3(n\cdot u)(n\cdot w)]n\bigr\}.$$
Now $(n\cdot w)u-(n\cdot u)w=2\beta v_1-2\alpha v_2$, $u\cdot w=v_1^2-v_2^2$ and $(n\cdot u)(n\cdot w)=\alpha^2-\beta^2$. The result is minus (b). Lean builds the same product from `hc` and `hb`, then compares it with `netForce_eq`.

```lean
/-- For two charges in arbitrary, possibly accelerated motion, the net Darwin force is minus
the time derivative of the interaction momentum at every instant when they are apart. -/
theorem hasDerivAt_fieldMomentum (q1 q2 : ℝ) {x1 x2 v1 v2 : ℝ → Vec3} {a1 a2 : Vec3} {t : ℝ}
    (hx1 : HasDerivAt x1 (v1 t) t) (hx2 : HasDerivAt x2 (v2 t) t)
    (hv1 : HasDerivAt v1 a1 t) (hv2 : HasDerivAt v2 a2 t) (h0 : x1 t ≠ x2 t) :
    HasDerivAt (fun s => fieldMomentum q1 q2 (x1 s - x2 s) (v1 s) (v2 s))
      (-netForce q1 q2 (x1 t - x2 t) (v1 t) (v2 t) a1 a2) t := by
  have hR : HasDerivAt (fun s => x1 s - x2 s) (v1 t - v2 t) t := hx1.fun_sub hx2
  have hw : HasDerivAt (fun s => v1 s + v2 s) (a1 + a2) t := hv1.fun_add hv2
  have hn := hasDerivAt_direction hR (sub_ne_zero.2 h0)
  have hc := (hasDerivAt_inv_separation hR (sub_ne_zero.2 h0)).const_mul (q1 * q2 / 2)
  have hb := hw.fun_add ((hasDerivAt_dot hn hw).fun_smul hn)
  have e : (fun s => fieldMomentum q1 q2 (x1 s - x2 s) (v1 s) (v2 s)) = fun s =>
      (q1 * q2 / 2 * (separation (x1 s - x2 s))⁻¹) • ((v1 s + v2 s)
        + (direction (x1 s - x2 s) ⬝ᵥ (v1 s + v2 s)) • direction (x1 s - x2 s)) := by
    funext s
    simp only [fieldMomentum]
    module
  rw [e]
  -- the product rule reproduces the closed form of the net force
  refine (hc.fun_smul hb).congr_deriv ?_
  rw [netForce_eq]
  simp only [smul_dotProduct, sub_dotProduct, dotProduct_sub, dotProduct_add, smul_eq_mul]
  rw [dotProduct_comm (v2 t) (v1 t)]
  module
```

## (g) Uniform motion

For $x_i=X_i+tv_i$ with constant $v_i$, show that $\dot P=-(F_1+F_2)|_{a_1=a_2=0}$ while the charges are apart.

**Solution.** Since $\dot x_i=v_i$ and $\dot v_i=0$, this is (f) with zero accelerations. Left to themselves, the interacting charges would accelerate; here and in (i) and (j), external forces, not counted in $F_1$ and $F_2$, are assumed to balance the mutual ones.

```lean
/-- For two charges in uniform motion, the net Darwin force is minus the time derivative of
the interaction momentum at every instant when they are apart. -/
theorem uniform_motion (q1 q2 : ℝ) (X1 X2 v1 v2 : Vec3) (t : ℝ)
    (h0 : X1 + t • v1 ≠ X2 + t • v2) :
    HasDerivAt (fun s : ℝ => fieldMomentum q1 q2 ((X1 + s • v1) - (X2 + s • v2)) v1 v2)
      (-netForce q1 q2 ((X1 + t • v1) - (X2 + t • v2)) v1 v2 0 0) t := by
  have hx (X v : Vec3) : HasDerivAt (fun s : ℝ => X + s • v) v t := by
    simpa using ((hasDerivAt_id' t).smul_const v).const_add X
  exact hasDerivAt_fieldMomentum q1 q2 (v1 := fun _ => v1) (v2 := fun _ => v2)
    (hx X1 v1) (hx X2 v2) (hasDerivAt_const t v1) (hasDerivAt_const t v2) h0
```

## (h) Conserved total

Let $p_i$ be the kinetic momentum of charge $i$. Suppose that the charges never meet and that $\dot p_i=F_i$. Show that $p_1+p_2+P$ has the same value at all times.

**Solution.** Its derivative is $F_1+F_2-(F_1+F_2)=0$, so it is constant. The trajectory is assumed to exist, and the proof uses no formula for $p_i$ in terms of $v_i$.

```lean
/-- If two charges never meet and their momenta `p1`, `p2` change only through the mutual
Darwin forces, then `p1 + p2` plus the interaction momentum is the same at all times. -/
theorem total_momentum_conserved (q1 q2 : ℝ) {x1 x2 v1 v2 a1 a2 p1 p2 : ℝ → Vec3}
    (hx1 : ∀ t, HasDerivAt x1 (v1 t) t) (hx2 : ∀ t, HasDerivAt x2 (v2 t) t)
    (hv1 : ∀ t, HasDerivAt v1 (a1 t) t) (hv2 : ∀ t, HasDerivAt v2 (a2 t) t)
    (h0 : ∀ t, x1 t ≠ x2 t)
    (hp1 : ∀ t, HasDerivAt p1 (darwinForce q1 q2 (x1 t - x2 t) (v1 t) (v2 t) (a2 t)) t)
    (hp2 : ∀ t, HasDerivAt p2 (darwinForce q2 q1 (-(x1 t - x2 t)) (v2 t) (v1 t) (a1 t)) t)
    (s t : ℝ) :
    p1 s + p2 s + fieldMomentum q1 q2 (x1 s - x2 s) (v1 s) (v2 s) =
      p1 t + p2 t + fieldMomentum q1 q2 (x1 t - x2 t) (v1 t) (v2 t) := by
  have h (τ : ℝ) : HasDerivAt (fun s => p1 s + p2 s
      + fieldMomentum q1 q2 (x1 s - x2 s) (v1 s) (v2 s)) 0 τ := by
    refine (((hp1 τ).fun_add (hp2 τ)).fun_add (hasDerivAt_fieldMomentum q1 q2
      (hx1 τ) (hx2 τ) (hv1 τ) (hv2 τ) (h0 τ))).congr_deriv ?_
    simp only [netForce]
    abel
  exact is_const_of_deriv_eq_zero (fun τ => (h τ).differentiableAt) (fun τ => (h τ).deriv) s t
```

## (i) Equal or opposite velocities

For $a_1=a_2=0$ and $v_2=\pm v_1$, show that $F_1+F_2=0$.

**Solution.** In (b), $v_1^2=v_2^2$ and $\alpha^2=\beta^2$, while $\alpha v_2=\beta v_1=\pm\alpha v_1$.

```lean
/-- For unaccelerated charges with equal or opposite velocities the two forces cancel. -/
theorem netForce_eq_zero (q1 q2 : ℝ) (R v1 v2 : Vec3) (h : v2 = v1 ∨ v2 = -v1) :
    netForce q1 q2 R v1 v2 0 0 = 0 := by
  rw [netForce_eq]
  rcases h with rfl | rfl <;>
    simp only [dotProduct_neg, neg_dotProduct, add_zero, dotProduct_zero] <;> module
```

## (j) Perpendicular velocities

For $R=(r,0,0)$ with $r>0$, $v_1=(0,u,0)$, $v_2=(u,0,0)$ and no acceleration, where $u$ is now a number, show that
$$F_1+F_2=-\frac{q_1q_2u^2}{r^2}\Bigl(\frac32,1,0\Bigr).$$

**Solution.** Here $\alpha=0$, $\beta=u$ and $v_1^2=v_2^2$, so the braces in (b) contain $-uv_1-\tfrac32u^2n$.

Take $q_1=q_2=1$, $u=0.1$, $r=2$. Directly from the force law, $F_1=(0.2475,0,0)$ and $F_2=(-0.25125,-0.0025,0)$. Their sum is $(-0.00375,-0.0025,0)$, as the formula gives.

```lean
/-- With charge 1 at distance `r > 0` from charge 2 along `x`, charge 1 moving along `y` and
charge 2 along `x` with the same constant velocity component `u`, the net force is
`-(q1 q2 u²/r²) (3/2, 1, 0)`. -/
theorem netForce_perpendicular (q1 q2 u r : ℝ) (hr : 0 < r) :
    netForce q1 q2 ![r, 0, 0] ![0, u, 0] ![u, 0, 0] 0 0 =
      -(q1 * q2 * u ^ 2 / r ^ 2) • ![3 / 2, 1, 0] := by
  have hs : separation ![r, 0, 0] = r := by
    simp [separation, dotProduct, Fin.sum_univ_three, Real.sqrt_mul_self hr.le]
  have hn : direction ![r, 0, 0] = ![1, 0, 0] := by
    rw [direction, hs]
    ext i
    fin_cases i <;> simp [hr.ne']
  rw [netForce_eq, hs, hn]
  ext i
  fin_cases i <;> simp [dotProduct, Fin.sum_univ_three] <;> ring

end

end DarwinInteraction
```

```lean
#print axioms DarwinInteraction.uniform_motion
#print axioms DarwinInteraction.total_momentum_conserved
#print axioms DarwinInteraction.netForce_eq_zero
#print axioms DarwinInteraction.netForce_perpendicular
```

```
'DarwinInteraction.uniform_motion' depends on axioms: [propext, Classical.choice, Quot.sound]
'DarwinInteraction.total_momentum_conserved' depends on axioms: [propext, Classical.choice, Quot.sound]
'DarwinInteraction.netForce_eq_zero' depends on axioms: [propext, Classical.choice, Quot.sound]
'DarwinInteraction.netForce_perpendicular' depends on axioms: [propext, Classical.choice, Quot.sound]
```
